# The Hartree–Fock energy is stationary under orbital rotations exactly when FDS = SDF

A Hartree–Fock calculation on a molecule expands the orbitals in atomic functions centred on different nuclei, and these functions overlap. At each iteration there is a trial density matrix D, and one wants to know whether mixing occupied with empty orbitals would still change the energy to first order. The orbitals cannot be varied freely, because they must remain orthonormal in the presence of the overlap.

Let S be the real symmetric overlap matrix. If the columns of C hold the coefficients of the occupied orbitals, orthonormality reads CᵀSC = 1, and D = CCᵀ satisfies

Dᵀ = D, DSD = D.

The number of occupied orbitals is tr(DS), which is the electron number if each orbital holds one electron. Let h be the real symmetric one-electron matrix and G(D) the mean field produced by D, with G linear. The energy and the Fock matrix are

E(D) = tr(hD) + ½ tr(D G(D)), F = h + G(D).

Two properties of G are assumed. It maps symmetric matrices to symmetric matrices, and tr(A G(B)) = tr(G(A) B) for all A and B. The second says that the interaction of one density with another is the same in either order; for Coulomb and exchange terms it follows from the permutation symmetry of the real two-electron integrals.

For an antisymmetric matrix X, consider the curve

D(t) = exp(tXS) D exp(−tSX).

The claim is that every D(t) is again symmetric and idempotent in the metric S, and that E(D(t)) has zero slope at t = 0 for every antisymmetric X if and only if FDS = SDF.

## Rotations that respect the overlap

Write U = exp(tXS) and V = exp(−tSX). Since (XS)ᵀ = SXᵀ = −SX, we have V = Uᵀ, so D(t) = UDUᵀ is symmetric. Next,

d/dt (VSU) = V(−SX)SU + VS(XS)U = 0,

and VSU = S at t = 0, so VSU = S for all t. Therefore

D(t) S D(t) = UD(VSU)DV = U(DSD)V = D(t),

tr(D(t)S) = tr(D VSU) = tr(DS).

## The slope of the energy and its residual

At t = 0 the density changes at the rate D′ = XSD − DSX. The product rule gives

dE/dt = tr(hD′) + ½ tr(D′G(D)) + ½ tr(D G(D′)).

By the exchange property of G and the cyclic property of the trace, the last two terms are equal, so

dE/dt = tr(FD′) = tr(XSDF) − tr(XFDS) = −tr(Xe), with e = FDS − SDF.

If e = 0, every slope vanishes. For the converse, F, D and S are symmetric, so (FDS)ᵀ = SDF and eᵀ = −e. Thus X = e is an admissible direction, and along it

dE/dt = −tr(ee) = tr(eeᵀ) = Σᵢⱼ eᵢⱼ².

If this slope is zero, every entry of e is zero.

The same formula yields a descent direction: for X = −e the slope is −Σᵢⱼ eᵢⱼ², so whenever e ≠ 0 a sufficiently short rotation along this curve lowers the energy.

In self-consistent-field programs the size of FDS − SDF serves as a convergence measure; for a real, finite basis and a linear mean field, its vanishing certifies a stationary point, which may be a saddle and not a minimum.

## Densities, fields and energy in Lean

The basis functions are labelled by an arbitrary finite type `n`, and all matrices are real.

```lean
import Mathlib

open Matrix

namespace DensityMatrixStationarity

noncomputable section

variable {n : Type*} [Fintype n] [DecidableEq n]
```

`IsDensity S D` collects the two conditions on D. Nothing here requires S to be positive definite or even invertible, although the overlap matrix of linearly independent functions is both.

```lean
/-- A density matrix in a basis with overlap `S`: symmetric, with `D S D = D`. -/
structure IsDensity (S D : Matrix n n ℝ) : Prop where
  symm : Dᵀ = D
  idem : D * S * D = D
```

The type of `G` makes it a linear map on matrices, and `IsMeanField` adds the two assumed properties. Linearity suits Hartree–Fock; a general exchange-correlation potential of density functional theory is nonlinear in D and does not fit.

```lean
/-- A mean-field map: self-adjoint for the trace form and symmetry-preserving. -/
structure IsMeanField (G : Matrix n n ℝ →ₗ[ℝ] Matrix n n ℝ) : Prop where
  selfAdj : ∀ A B, trace (A * G B) = trace (G A * B)
  symm : ∀ A, Aᵀ = A → (G A)ᵀ = G A
```

The Fock matrix and the energy follow the formulas above. With one electron per orbital, `energy` is the electronic energy. For a closed shell, where D describes one spin and G is twice Coulomb minus exchange, it is half of that energy, which leaves the stationary points unchanged.

```lean
/-- The Fock matrix `F = h + G(D)`. -/
def fock (h : Matrix n n ℝ) (G : Matrix n n ℝ →ₗ[ℝ] Matrix n n ℝ)
    (D : Matrix n n ℝ) : Matrix n n ℝ := h + G D

/-- The energy `E(D) = tr(hD) + tr(D G(D))/2`. -/
def energy (h : Matrix n n ℝ) (G : Matrix n n ℝ →ₗ[ℝ] Matrix n n ℝ)
    (D : Matrix n n ℝ) : ℝ := trace (h * D) + trace (D * G D) / 2
```

The curve is defined for any `X`; antisymmetry enters as a hypothesis of the theorems.

```lean
/-- The curve `D(t) = exp(tXS) D exp(-tSX)`, for any matrix `X`. -/
def rotated (S D X : Matrix n n ℝ) (t : ℝ) : Matrix n n ℝ :=
  NormedSpace.exp (t • (X * S)) * D * NormedSpace.exp (t • (-(S * X)))
```

## Differentiating the exponentials

The next two lemmas are stated in a general finite-dimensional normed algebra, because Mathlib gives matrices no default norm. The first is the identity VSU = S, with `C` for −SX and `A` for XS. As in the derivation, `hd` shows that the derivative is zero at every time, and a function with zero derivative everywhere equals its value at time zero.

```lean
/-- If `C S = -S A`, then `exp(tC) S exp(tA) = S` for all times `t`. -/
theorem exp_preserves_metric {R : Type*} [NormedRing R] [NormedAlgebra ℝ R] [Algebra ℚ R]
    [FiniteDimensional ℝ R] (C S A : R) (hC : C * S = -(S * A)) (t : ℝ) :
    NormedSpace.exp (t • C) * S * NormedSpace.exp (t • A) = S := by
  have : CompleteSpace R := FiniteDimensional.complete ℝ R
  -- the left-hand side has zero derivative, and equals `S` at time zero
  have hd : ∀ s : ℝ, HasDerivAt
      (fun s : ℝ => NormedSpace.exp (s • C) * S * NormedSpace.exp (s • A)) 0 s := by
    intro s
    refine (((hasDerivAt_exp_smul_const C s).mul_const S).fun_mul
      (hasDerivAt_exp_smul_const' A s)).congr_deriv ?_
    rw [mul_assoc _ C S, hC]
    noncomm_ring
  have hc := is_const_of_deriv_eq_zero (fun s => (hd s).differentiableAt)
    (fun s => (hd s).deriv) t 0
  simpa using hc
```

The second lemma is the product rule for the energy, with a linear functional `τ` in place of the trace. In its proof `hP` is the derivative of the curve, `hG` carries it through the linear map, and `h1` and `h2` differentiate the one-electron and the mean-field term.

```lean
/-- Product rule at `t = 0` for a linear plus quadratic energy along
`exp(tA) D exp(tB)`, with `τ` in the role of the trace. -/
theorem hasDerivAt_quadratic {R : Type*} [NormedRing R] [NormedAlgebra ℝ R] [Algebra ℚ R]
    [FiniteDimensional ℝ R] (τ : R →ₗ[ℝ] ℝ) (G : R →ₗ[ℝ] R) (h D A B : R) :
    HasDerivAt (fun t : ℝ =>
      τ (h * (NormedSpace.exp (t • A) * D * NormedSpace.exp (t • B))) +
      τ ((NormedSpace.exp (t • A) * D * NormedSpace.exp (t • B)) *
        G (NormedSpace.exp (t • A) * D * NormedSpace.exp (t • B))) / 2)
      (τ (h * (A * D + D * B)) +
        (τ ((A * D + D * B) * G D) + τ (D * G (A * D + D * B))) / 2) 0 := by
  have : CompleteSpace R := FiniteDimensional.complete ℝ R
  have hP : HasDerivAt
      (fun t : ℝ => NormedSpace.exp (t • A) * D * NormedSpace.exp (t • B))
      (A * D + D * B) 0 :=
    (((hasDerivAt_exp_smul_const A (0 : ℝ)).mul_const D).fun_mul
      (hasDerivAt_exp_smul_const B (0 : ℝ))).congr_deriv (by simp)
  have hG := (LinearMap.toContinuousLinearMap G).hasFDerivAt.comp_hasDerivAt (0 : ℝ) hP
  have h1 := (LinearMap.toContinuousLinearMap τ).hasFDerivAt.comp_hasDerivAt (0 : ℝ)
    (hP.const_mul h)
  have h2 := (LinearMap.toContinuousLinearMap τ).hasFDerivAt.comp_hasDerivAt (0 : ℝ)
    (hP.fun_mul hG)
  exact (h1.fun_add (h2.div_const 2)).congr_deriv (by simp)
```

## The curve stays among the densities

For antisymmetric `X`, this theorem gives symmetry, idempotency and conservation of tr(DS) at every `t`. The step `hU` is V = Uᵀ, and `hm` applies the first exponential lemma after choosing a matrix norm locally. The exponentials are then replaced by plain letters `U` and `V`, and the two `calc` blocks are the two displayed calculations above.

```lean
/-- For antisymmetric `X` the curve `D(t)` consists of density matrices, all with the same value of
`tr(DS)`, if `S` is symmetric and `D` is a density matrix. -/
theorem rotated_isDensity {S D X : Matrix n n ℝ} (hS : Sᵀ = S) (hD : IsDensity S D)
    (hX : Xᵀ = -X) (t : ℝ) :
    IsDensity S (rotated S D X t) ∧ trace (rotated S D X t * S) = trace (D * S) := by
  have hU : (NormedSpace.exp (t • (X * S)))ᵀ = NormedSpace.exp (t • (-(S * X))) := by
    rw [← Matrix.exp_transpose, transpose_smul, transpose_mul, hX, hS, Matrix.mul_neg]
  have hm : NormedSpace.exp (t • (-(S * X))) * S * NormedSpace.exp (t • (X * S)) = S := by
    let : NormedRing (Matrix n n ℝ) := Matrix.linftyOpNormedRing
    let : NormedAlgebra ℝ (Matrix n n ℝ) := Matrix.linftyOpNormedAlgebra
    exact exp_preserves_metric (-(S * X)) S (X * S) (by noncomm_ring) t
  unfold rotated
  generalize NormedSpace.exp (t • (X * S)) = U at hU hm ⊢
  generalize NormedSpace.exp (t • (-(S * X))) = V at hU hm ⊢
  have hV : Vᵀ = U := by rw [← hU, transpose_transpose]
  refine ⟨⟨?_, ?_⟩, ?_⟩
  · rw [transpose_mul, transpose_mul, hU, hV, hD.symm, Matrix.mul_assoc]
  · calc U * D * V * S * (U * D * V) = U * D * (V * S * U) * D * V := by
          simp only [Matrix.mul_assoc]
      _ = U * (D * S * D) * V := by rw [hm]; simp only [Matrix.mul_assoc]
      _ = U * D * V := by rw [hD.idem]
  · calc trace (U * D * V * S) = trace (U * (D * V * S)) := by
          simp only [Matrix.mul_assoc]
      _ = trace (D * (V * S * U)) := by
          rw [trace_mul_comm]; simp only [Matrix.mul_assoc]
      _ = trace (D * S) := by rw [hm]
```

## The slope is −tr(Xe)

`HasDerivAt f a b` says that f is differentiable at b with derivative a. The theorem below therefore gives the slope at t = 0, and it does so for any `X`, `h`, `S` and `D`, since only the properties of G and of the trace are used. After the product rule in `key`, the rewrite with `hG.selfAdj` merges the two mean-field terms into F, while `e1` and `e2` are the cyclic permutations.

```lean
/-- The slope of the energy along the curve at `t = 0` is `-tr(X (FDS - SDF))`. -/
theorem energy_hasDerivAt {G : Matrix n n ℝ →ₗ[ℝ] Matrix n n ℝ} (hG : IsMeanField G)
    (h S D X : Matrix n n ℝ) :
    HasDerivAt (fun t => energy h G (rotated S D X t))
      (-trace (X * (fock h G D * D * S - S * D * fock h G D))) 0 := by
  have key : HasDerivAt (fun t => energy h G (rotated S D X t))
      (trace (h * (X * S * D + D * -(S * X))) +
        (trace ((X * S * D + D * -(S * X)) * G D) +
          trace (D * G (X * S * D + D * -(S * X)))) / 2) 0 := by
    let : NormedRing (Matrix n n ℝ) := Matrix.linftyOpNormedRing
    let : NormedAlgebra ℝ (Matrix n n ℝ) := Matrix.linftyOpNormedAlgebra
    exact hasDerivAt_quadratic (Matrix.traceLinearMap n ℝ ℝ) G h D (X * S) (-(S * X))
  refine key.congr_deriv ?_
  -- self-adjointness merges the two mean-field terms into the Fock matrix
  rw [hG.selfAdj D, trace_mul_comm _ (G D), add_self_div_two, ← trace_add,
    ← Matrix.add_mul]
  change trace (fock h G D * _) = _
  generalize fock h G D = F
  have e1 : trace (F * (X * S * D)) = trace (X * (S * D * F)) := by
    rw [trace_mul_comm]; simp only [Matrix.mul_assoc]
  have e2 : trace (F * (D * (S * X))) = trace (X * (F * D * S)) := by
    rw [trace_mul_comm X]; simp only [Matrix.mul_assoc]
  rw [Matrix.mul_add, Matrix.mul_neg, Matrix.mul_neg, trace_add, trace_neg, e1, e2,
    Matrix.mul_sub, trace_sub]
  ring
```

The converse also needs the fact about sums of squares. From eᵀ = −e and tr(ee) = 0 the proof obtains Σᵢⱼ eᵢⱼ² = 0, then concludes first that the sum of squares in each row vanishes and then that each entry does.

```lean
omit [DecidableEq n] in
/-- An antisymmetric real matrix whose square has trace zero vanishes. -/
theorem eq_zero_of_trace_sq {e : Matrix n n ℝ} (he : eᵀ = -e) (h0 : trace (e * e) = 0) :
    e = 0 := by
  have hs : ∑ i, ∑ j, e i j ^ 2 = 0 := by
    have h1 : trace (e * eᵀ) = 0 := by rw [he, Matrix.mul_neg, trace_neg, h0, neg_zero]
    simpa only [trace, diag_apply, mul_apply, transpose_apply, ← pow_two] using h1
  ext i j
  have hi := (Finset.sum_eq_zero_iff_of_nonneg
    (fun i _ => Finset.sum_nonneg (fun j _ => sq_nonneg (e i j)))).mp hs i (Finset.mem_univ i)
  have hij := (Finset.sum_eq_zero_iff_of_nonneg
    (fun j _ => sq_nonneg (e i j))).mp hi j (Finset.mem_univ j)
  exact pow_eq_zero_iff (two_ne_zero) |>.mp hij
```

## Stationarity and the commutation condition

The main theorem has two parts. The first says that all the curves consist of densities. The second is the equivalence, with stationarity written as `HasDerivAt ... 0 0`: derivative zero at time zero, for every antisymmetric `X`.

In the forward direction, `hF` proves F symmetric, which is where the symmetry of h and the symmetry-preserving property of G are needed, and `he` proves the residual antisymmetric. The hypothesis is then applied to the residual itself. Uniqueness of the derivative equates its slope with zero, and the preceding lemma finishes the argument. The reverse direction substitutes FDS = SDF into the slope formula.

```lean
/-- The curves `exp(tXS) D exp(-tSX)` with antisymmetric `X` stay among the density
matrices, and the energy is stationary at `t = 0` along all of them iff `FDS = SDF`. -/
theorem stationary_iff {G : Matrix n n ℝ →ₗ[ℝ] Matrix n n ℝ} (hG : IsMeanField G)
    {h S D : Matrix n n ℝ} (hh : hᵀ = h) (hS : Sᵀ = S) (hD : IsDensity S D) :
    (∀ X, Xᵀ = -X → ∀ t, IsDensity S (rotated S D X t)) ∧
    ((∀ X, Xᵀ = -X → HasDerivAt (fun t => energy h G (rotated S D X t)) 0 0) ↔
      fock h G D * D * S = S * D * fock h G D) := by
  refine ⟨fun X hX t => (rotated_isDensity hS hD hX t).1, fun hst => ?_, fun hF X _ => ?_⟩
  · have hF : (fock h G D)ᵀ = fock h G D := by
      rw [fock, transpose_add, hh, hG.symm D hD.symm]
    -- the residual is antisymmetric, hence itself an allowed direction
    have he : (fock h G D * D * S - S * D * fock h G D)ᵀ =
        -(fock h G D * D * S - S * D * fock h G D) := by
      simp only [transpose_sub, transpose_mul, hF, hS, hD.symm, Matrix.mul_assoc, neg_sub]
    have h0 := (energy_hasDerivAt hG h S D _).unique (hst _ he)
    exact sub_eq_zero.mp (eq_zero_of_trace_sq he (neg_eq_zero.mp h0))
  · simpa [hF] using energy_hasDerivAt hG h S D X
```

A minimiser meets the condition too. The hypothesis `hmin` compares D with all densities of the same electron number; that such a minimiser exists is assumed. Since the curve stays within this set, its energy has a local minimum at t = 0, so every slope there is zero.

```lean
/-- A density matrix of least energy among those with the same value of `tr(DS)` satisfies `FDS =
SDF`. -/
theorem minimizer_commutes {G : Matrix n n ℝ →ₗ[ℝ] Matrix n n ℝ} (hG : IsMeanField G)
    {h S D : Matrix n n ℝ} (hh : hᵀ = h) (hS : Sᵀ = S) (hD : IsDensity S D)
    (hmin : ∀ P, IsDensity S P → trace (P * S) = trace (D * S) →
      energy h G D ≤ energy h G P) :
    fock h G D * D * S = S * D * fock h G D := by
  refine (stationary_iff hG hh hS hD).2.mp fun X hX => ?_
  have hd := energy_hasDerivAt hG h S D X
  have hloc : IsLocalMin (fun t => energy h G (rotated S D X t)) 0 := by
    refine Filter.Eventually.of_forall fun t => ?_
    have hr : rotated S D X 0 = D := by simp [rotated]
    obtain ⟨h1, h2⟩ := rotated_isDensity hS hD hX t
    simpa only [hr] using hmin _ h1 h2
  exact hd.congr_deriv (hloc.hasDerivAt_eq_zero hd)
```

## Two overlapping orbitals

A small model shows the hypotheses of `stationary_iff` and the equation FDS = SDF satisfied together. Its field has the closed-shell form of twice a Coulomb term minus an exchange term, with simple numbers in place of computed integrals. These numbers are chosen for easy arithmetic and are not the Coulomb integrals of any actual pair of overlapping functions.

```lean
/-- A two-orbital mean field `G(P) = 2 tr(P) 1 - P`. -/
def modelG : Matrix (Fin 2) (Fin 2) ℝ →ₗ[ℝ] Matrix (Fin 2) (Fin 2) ℝ where
  toFun P := (2 * trace P) • (1 : Matrix (Fin 2) (Fin 2) ℝ) - P
  map_add' P Q := by rw [trace_add]; module
  map_smul' c P := by
    simp only [trace_smul, smul_eq_mul, RingHom.id_apply]
    module
```

The two basis functions have squared norm 2 and mutual overlap 1; after normalisation their overlap is 1/2. The density has the single nonzero entry D₁₁ = 1/2, which becomes 1 in the normalised basis: the first function is the one occupied orbital. Here G(D) is diagonal with entries 1/2 and 1, so F has rows (−2, −1) and (−1, −1). Its first column is −1 times the first column of S, so the occupied orbital solves the Hartree–Fock equation with orbital energy −1. Both FDS and SDF have rows (−2, −1) and (−1, −1/2).

The proof checks the two properties of `modelG` for general matrices and the remaining statements entry by entry.

```lean
/-- Two overlapping orbitals with the field `modelG`: explicit `h`, `S`, `D` meet the hypotheses of
`stationary_iff` and satisfy `FDS = SDF`. -/
theorem stationary_witness :
    IsMeanField modelG ∧ (!![-5/2, -1; -1, -2] : Matrix (Fin 2) (Fin 2) ℝ)ᵀ =
      !![-5/2, -1; -1, -2] ∧
    (!![2, 1; 1, 2] : Matrix (Fin 2) (Fin 2) ℝ)ᵀ = !![2, 1; 1, 2] ∧
    IsDensity !![2, 1; 1, 2] !![1/2, 0; 0, 0] ∧
    fock !![-5/2, -1; -1, -2] modelG !![1/2, 0; 0, 0] * !![1/2, 0; 0, 0] * !![2, 1; 1, 2] =
      !![2, 1; 1, 2] * !![1/2, 0; 0, 0] *
        fock !![-5/2, -1; -1, -2] modelG !![1/2, 0; 0, 0] := by
  have happ : ∀ P, modelG P = (2 * trace P) • (1 : Matrix (Fin 2) (Fin 2) ℝ) - P :=
    fun _ => rfl
  refine ⟨⟨fun A B => ?_, fun A hA => ?_⟩, ?_, ?_, ⟨?_, ?_⟩, ?_⟩
  · simp only [happ, Matrix.mul_sub, Matrix.sub_mul, Matrix.mul_smul, Matrix.smul_mul,
      Matrix.mul_one, Matrix.one_mul, trace_sub, trace_smul, smul_eq_mul]
    ring
  · rw [happ, transpose_sub, transpose_smul, transpose_one, hA]
  · ext i j; fin_cases i <;> fin_cases j <;> simp
  · ext i j; fin_cases i <;> fin_cases j <;> simp
  · ext i j; fin_cases i <;> fin_cases j <;> simp
  · ext i j; fin_cases i <;> fin_cases j <;> norm_num [Matrix.mul_apply, Fin.sum_univ_succ]
  · ext i j
    fin_cases i <;> fin_cases j <;>
      norm_num [fock, happ, Matrix.mul_apply, Fin.sum_univ_succ, trace_fin_two]

end

end DensityMatrixStationarity
```

```lean
#print axioms DensityMatrixStationarity.stationary_iff
#print axioms DensityMatrixStationarity.minimizer_commutes
```

```
'DensityMatrixStationarity.stationary_iff' depends on axioms: [propext, Classical.choice, Quot.sound]
'DensityMatrixStationarity.minimizer_commutes' depends on axioms: [propext, Classical.choice, Quot.sound]
```
